# A Quadratic Bound on Beam Truncation Error in Lossless Scattering

## Cutting the beam list

One way to calculate dynamical electron diffraction is to keep a finite list of beams and exponentiate the matrix of their excitation errors and mutual couplings. Discarding weakly coupled beams relies on the retained amplitudes changing little. For a bounded self-adjoint scattering operator and an incident wave within the retained beams, the change is at most quadratic in the coupling to the omitted beams.

Let $\psi(s)$ be the wave at depth $s$, $u$ the incident wave and $A$ the scattering operator, with excitation errors on its diagonal and beam couplings off it. Then

$$\psi'(s)=iA\psi(s),\qquad \psi(s)=e^{isA}u .$$

Texts that write $e^{2\pi i\mathcal A t}$ have $A=2\pi\mathcal A$.

## The bound and its terms

Let $P$ project orthogonally onto the retained beams, and set $Q=1-P$ and $\kappa=\|QAP\|$. If $Pu=u$ and $t\ge 0$, then

$$\|Pe^{itA}u-e^{itPAP}u\|\le \tfrac12 t^2\kappa^2\|u\| .$$

This is `truncation_error_le`. The space `E` is a complex Hilbert space of any dimension, and `E →L[ℂ] E` is the type of bounded operators on it. `propagator A t` is $e^{itA}$, with `t` the crystal thickness. The hypotheses `IsSelfAdjoint P` and `P * P = P` make `P` an orthogonal projection, and `hu` places the incident wave in the retained beams. The error is a vector norm, while $\kappa$ is an operator norm. The wave need not be normalised; for a unit vector the last factor is 1.

Self-adjointness excludes absorption. Boundedness holds when the full calculation itself uses a finite list of beams, but fails for the complete infinite list, whose excitation errors grow without limit. The step left to physics is the reduction of the electron's wave equation to $\psi'=iA\psi$, with forward scattering only and $A$ independent of depth. Since both propagated waves have norm at most $\|u\|$, the bound is informative only for $t\kappa<2$. Excitation errors do not enter $\kappa$, so when those of the omitted beams are large, the actual error can be far smaller than the bound.

With $A=-H/\hbar$ and $t$ as time, the same inequality applies to quantum dynamics in a truncated basis, for a bounded, time-independent Hamiltonian $H$ and an initial state in the span of that basis. It bounds the error in the retained components only; the full state also differs by its omitted part, which can be of first order in $t\kappa$.

## Two uses of a driven equation

**Norm.** Because $A$ is self-adjoint,
$$\frac{d}{ds}\langle\psi,\psi\rangle=-i\langle A\psi,\psi\rangle+i\langle\psi,A\psi\rangle=0,$$
so $\|\psi(s)\|=\|u\|$.

**Driven wave.** Let $y'=iBy+g$ with $B$ self-adjoint, $y(0)=0$ and $\|g(s)\|\le cs^n$ for $0\le s<t$, where $c\ge0$ and $n$ is a natural number. Put $\varphi(s)=e^{i(s-t)B}y(t)$, the free wave that reaches $y(t)$ at $s=t$. The terms in $B$ cancel:
$$\frac{d}{ds}\langle\varphi,y\rangle=\langle\varphi,g\rangle,\qquad |\langle\varphi,g\rangle|\le\|y(t)\|\,cs^n .$$
Integrating from $0$ to $t$ gives $\|y(t)\|^2\le\|y(t)\|\,ct^{n+1}/(n+1)$, hence $\|y(t)\|\le ct^{n+1}/(n+1)$; if $y(t)=0$ this is immediate.

**Omitted beams.** For $q=Q\psi$ we have $q(0)=0$ and
$$q'=iQA(P+Q)\psi=i(QAQ)q+iQAP\psi .$$
The source has norm at most $\kappa\|u\|$, so $n=0$ gives $\|q(s)\|\le s\kappa\|u\|$.

**Retained beams.** For $r(s)=P\psi(s)-e^{isPAP}u$ we have $r(0)=0$ and
$$r'=i(PAP)r+i(PAQ)q .$$
Since $PAQ=(QAP)^\dagger$ also has norm $\kappa$, the source is at most $\kappa^2\|u\|s$. Taking $n=1$ gives the bound.

## The Lean file

```lean
import Mathlib

open Matrix
open Complex (I)

namespace BeamTruncation

noncomputable section

variable {E : Type*} [NormedAddCommGroup E] [InnerProductSpace ℂ E] [CompleteSpace E]

/-- The propagator `exp(itA)` through a thickness `t` for the scattering operator `A`. -/
def propagator (A : E →L[ℂ] E) (t : ℝ) : E →L[ℂ] E :=
  NormedSpace.exp ((t : ℂ) • (I • A))

/-- At zero thickness the propagator leaves every wave unchanged. -/
theorem propagator_zero (A : E →L[ℂ] E) (u : E) : propagator A 0 u = u := by
  simp [propagator, NormedSpace.exp_zero]

/-- The propagated wave solves the beam equation `ψ' = iAψ`. -/
theorem hasDerivAt_propagator (A : E →L[ℂ] E) (u : E) (t : ℝ) :
    HasDerivAt (fun s : ℝ => propagator A s u) (I • A (propagator A t u)) t := by
  have h := (hasDerivAt_exp_smul_const' (I • A) (t : ℂ)).clm_apply
    (hasDerivAt_const (t : ℂ) u)
  have hr : HasDerivAt (fun s : ℝ => (s : ℂ)) 1 t := by
    simpa using (hasDerivAt_id t).ofReal_comp
  exact (HasDerivAt.scomp (h := fun s : ℝ => (s : ℂ)) t h hr).congr_deriv
    (by simp [propagator])

/-- For a self-adjoint scattering operator the propagator preserves the norm of the wave. -/
theorem norm_propagator {A : E →L[ℂ] E} (hA : IsSelfAdjoint A) (t : ℝ) (u : E) :
    ‖propagator A t u‖ = ‖u‖ := by
  have hs : ∀ x y, inner ℂ (A x) y = inner ℂ x (A y) := fun x y => hA.isSymmetric x y
  have hd : ∀ s, HasDerivAt
      (fun s => inner ℂ (propagator A s u) (propagator A s u)) 0 s := by
    intro s
    have h := hasDerivAt_propagator A u s
    refine (h.inner ℂ h).congr_deriv ?_
    rw [inner_smul_right, inner_smul_left, hs, Complex.conj_I]
    ring
  have h := is_const_of_deriv_eq_zero (fun s => (hd s).differentiableAt)
    (fun s => (hd s).deriv) t 0
  have h2 := congrArg (fun z : ℂ => RCLike.re z) h
  simp only [propagator_zero, inner_self_eq_norm_sq] at h2
  exact (sq_eq_sq₀ (norm_nonneg _) (norm_nonneg _)).mp h2

/-- A wave that starts from zero and obeys `y' = iBy + g`, with `B` self-adjoint and a source
of norm at most `c sⁿ`, `c ≥ 0`, has norm at most `c tⁿ⁺¹/(n+1)` at thickness `t ≥ 0`. -/
theorem driven_bound {B : E →L[ℂ] E} (hB : IsSelfAdjoint B) {y g : ℝ → E}
    (hy : ∀ s, HasDerivAt y (I • B (y s) + g s) s) (h0 : y 0 = 0)
    {c t : ℝ} {n : ℕ} (hc : 0 ≤ c) (ht : 0 ≤ t)
    (hg : ∀ s ∈ Set.Ico 0 t, ‖g s‖ ≤ c * s ^ n) :
    ‖y t‖ ≤ c * t ^ (n + 1) / ((n : ℝ) + 1) := by
  have hs : ∀ x y, inner ℂ (B x) y = inner ℂ x (B y) := fun x y => hB.isSymmetric x y
  -- pair y with the free wave that equals y t at thickness t: only the source survives
  have hG : ∀ s, HasDerivAt (fun s => inner ℂ (propagator B (s - t) (y t)) (y s))
      (inner ℂ (propagator B (s - t) (y t)) (g s)) s := by
    intro s
    have hφ := (hasDerivAt_propagator B (y t) (s - t)).comp_sub_const s t
    refine (hφ.inner ℂ (hy s)).congr_deriv ?_
    rw [inner_add_right, inner_smul_right, inner_smul_left, hs, Complex.conj_I]
    ring
  have hF : ∀ s : ℝ, HasDerivAt (fun s => ‖y t‖ * (c * s ^ (n + 1) / ((n : ℝ) + 1)))
      (‖y t‖ * (c * s ^ n)) s := by
    intro s
    have hn : (n : ℝ) + 1 ≠ 0 := by positivity
    refine ((((hasDerivAt_pow (n + 1) s).const_mul c).div_const
      ((n : ℝ) + 1)).const_mul ‖y t‖).congr_deriv ?_
    simp only [Nat.add_sub_cancel]
    push_cast
    field_simp
  have key := image_norm_le_of_norm_deriv_right_le_deriv_boundary
    (fun s _ => (hG s).continuousAt.continuousWithinAt)
    (fun s _ => (hG s).hasDerivWithinAt) (by simp [h0]) hF
    (fun s hs' => (norm_inner_le_norm _ _).trans (by
      rw [norm_propagator hB]
      exact mul_le_mul_of_nonneg_left (hg s hs') (norm_nonneg _)))
    (Set.right_mem_Icc.2 ht)
  have hv : ‖inner ℂ (y t) (y t)‖ = ‖y t‖ * ‖y t‖ := by
    rw [inner_self_eq_norm_sq_to_K]
    simp [sq]
  simp only [sub_self, propagator_zero] at key
  rw [hv] at key
  rcases (norm_nonneg (y t)).eq_or_lt with h | h
  · rw [← h]
    positivity
  · exact le_of_mul_le_mul_left key h

variable {A P : E →L[ℂ] E} {u : E} {t : ℝ}

/-- For self-adjoint `A`, an orthogonal projection `P` and an incident wave with `Pu = u`, the
amplitude in the omitted beams at thickness `t ≥ 0` is at most `t ‖(1-P)AP‖ ‖u‖`. -/
theorem omitted_amplitude_le (hA : IsSelfAdjoint A) (hP : IsSelfAdjoint P)
    (hPP : P * P = P) (hu : P u = u) (ht : 0 ≤ t) :
    ‖(1 - P) (propagator A t u)‖ ≤ t * ‖(1 - P) * A * P‖ * ‖u‖ := by
  have hp : ∀ x, P (P x) = P x := fun x => congrArg (fun T : E →L[ℂ] E => T x) hPP
  have hm : ∀ (S T : E →L[ℂ] E) (x : E), (S * T) x = S (T x) := fun _ _ _ => rfl
  have hq : ∀ x, (1 - P) x = x - P x := fun _ => rfl
  have hB : IsSelfAdjoint ((1 - P) * A * (1 - P)) := by
    simp only [IsSelfAdjoint, star_mul, star_sub, star_one, hA.star_eq, hP.star_eq, mul_assoc]
  have h := driven_bound hB (y := fun s => (1 - P) (propagator A s u))
    (g := fun s => I • ((1 - P) * A * P) (propagator A s u))
    (c := ‖(1 - P) * A * P‖ * ‖u‖) (n := 0)
    (fun s => (((1 - P).restrictScalars ℝ).hasFDerivAt.comp_hasDerivAt s
      (hasDerivAt_propagator A u s)).congr_deriv (by
        change (1 - P) (I • A (propagator A s u)) = _
        simp only [hm, hq, map_sub, map_smul, hp]
        module))
    (by simp [propagator_zero, hu]) (by positivity) ht
    (fun s _ => by
      rw [norm_smul, Complex.norm_I, one_mul, pow_zero, mul_one, ← norm_propagator hA s u]
      exact ContinuousLinearMap.le_opNorm _ _)
  refine h.trans (le_of_eq ?_)
  norm_num
  ring

/-- **Beam truncation error.** For self-adjoint `A`, an orthogonal projection `P` and an incident
wave with `Pu = u`, truncation changes the retained amplitudes at thickness `t ≥ 0` by at most
`t² ‖(1-P)AP‖² ‖u‖ / 2`. -/
theorem truncation_error_le (hA : IsSelfAdjoint A) (hP : IsSelfAdjoint P)
    (hPP : P * P = P) (hu : P u = u) (ht : 0 ≤ t) :
    ‖P (propagator A t u) - propagator (P * A * P) t u‖
      ≤ t ^ 2 * ‖(1 - P) * A * P‖ ^ 2 / 2 * ‖u‖ := by
  have hp : ∀ x, P (P x) = P x := fun x => congrArg (fun T : E →L[ℂ] E => T x) hPP
  have hm : ∀ (S T : E →L[ℂ] E) (x : E), (S * T) x = S (T x) := fun _ _ _ => rfl
  have hq : ∀ x, (1 - P) x = x - P x := fun _ => rfl
  have hB : IsSelfAdjoint (P * A * P) := by
    simp only [IsSelfAdjoint, star_mul, hA.star_eq, hP.star_eq, mul_assoc]
  -- coupling back into the retained beams is the adjoint of the coupling out of them
  have hC : ‖P * A * (1 - P)‖ = ‖(1 - P) * A * P‖ := by
    rw [← norm_star ((1 - P) * A * P)]
    simp only [star_mul, star_sub, star_one, hA.star_eq, hP.star_eq, mul_assoc]
  have h := driven_bound hB
    (y := fun s => P (propagator A s u) - propagator (P * A * P) s u)
    (g := fun s => I • (P * A * (1 - P)) ((1 - P) (propagator A s u)))
    (c := ‖(1 - P) * A * P‖ ^ 2 * ‖u‖) (n := 1)
    (fun s => (((P.restrictScalars ℝ).hasFDerivAt.comp_hasDerivAt s
      (hasDerivAt_propagator A u s)).fun_sub
      (hasDerivAt_propagator (P * A * P) u s)).congr_deriv (by
        change P (I • A (propagator A s u)) - _ = _
        simp only [hm, hq, map_sub, map_smul, hp]
        module))
    (by simp [propagator_zero, hu]) (by positivity) ht
    (fun s hs => by
      rw [norm_smul, Complex.norm_I, one_mul]
      refine (ContinuousLinearMap.le_opNorm _ _).trans ?_
      rw [hC]
      refine (mul_le_mul_of_nonneg_left (omitted_amplitude_le hA hP hPP hu hs.1)
        (norm_nonneg _)).trans (le_of_eq ?_)
      ring)
  refine h.trans (le_of_eq ?_)
  norm_num
  ring

/-- Two beams coupled with unit strength. -/
def twoBeam : EuclideanSpace ℂ (Fin 2) →L[ℂ] EuclideanSpace ℂ (Fin 2) :=
  Matrix.toEuclideanCLM (n := Fin 2) (𝕜 := ℂ) !![0, 1; 1, 0]

/-- The projection on the first of two beams. -/
def keepFirst : EuclideanSpace ℂ (Fin 2) →L[ℂ] EuclideanSpace ℂ (Fin 2) :=
  Matrix.toEuclideanCLM (n := Fin 2) (𝕜 := ℂ) !![1, 0; 0, 0]

/-- The two-beam coupling exchanges the two amplitudes. -/
theorem twoBeam_apply (a b : ℂ) : twoBeam !₂[a, b] = !₂[b, a] := by
  rw [twoBeam, Matrix.toEuclideanCLM_toLp]
  ext i
  fin_cases i <;> simp [Matrix.mulVec, dotProduct, Fin.sum_univ_succ]

/-- The projection keeps the first amplitude and removes the second. -/
theorem keepFirst_apply (a b : ℂ) : keepFirst !₂[a, b] = !₂[a, 0] := by
  rw [keepFirst, Matrix.toEuclideanCLM_toLp]
  ext i
  fin_cases i <;> simp [Matrix.mulVec, dotProduct, Fin.sum_univ_succ]

/-- The two-beam operator, the projection on the first beam and the wave in that beam meet the
hypotheses of the truncation bound, with non-zero omitted coupling. -/
theorem truncation_witness : IsSelfAdjoint twoBeam ∧ IsSelfAdjoint keepFirst ∧
    keepFirst * keepFirst = keepFirst ∧ keepFirst !₂[1, 0] = !₂[1, 0] ∧
    (1 - keepFirst) * twoBeam * keepFirst ≠ 0 := by
  refine ⟨?_, ?_, ?_, keepFirst_apply 1 0, fun h => ?_⟩
  · refine IsSelfAdjoint.map (x := !![(0 : ℂ), 1; 1, 0]) ?_ _
    ext i j
    fin_cases i <;> fin_cases j <;> simp [Matrix.star_apply]
  · refine IsSelfAdjoint.map (x := !![(1 : ℂ), 0; 0, 0]) ?_ _
    ext i j
    fin_cases i <;> fin_cases j <;> simp [Matrix.star_apply]
  · rw [keepFirst, ← map_mul]
    congr 1
    ext i j
    fin_cases i <;> fin_cases j <;> simp [Matrix.mul_apply, Fin.sum_univ_succ]
  · -- the first beam scatters into the second, which is omitted
    have h1 : twoBeam (keepFirst !₂[1, 0]) - keepFirst (twoBeam (keepFirst !₂[1, 0])) = 0 :=
      congrArg (fun T : EuclideanSpace ℂ (Fin 2) →L[ℂ] EuclideanSpace ℂ (Fin 2) =>
        T !₂[1, 0]) h
    rw [keepFirst_apply, twoBeam_apply, keepFirst_apply] at h1
    have h2 := congrArg (fun x : EuclideanSpace ℂ (Fin 2) => x 1) h1
    simp at h2

end

end BeamTruncation
```

```lean
#print axioms BeamTruncation.truncation_error_le
```

```
'BeamTruncation.truncation_error_le' depends on axioms: [propext, Classical.choice, Quot.sound]
```

## From the derivation to the code

`hasDerivAt_propagator` supplies the beam equation, and `norm_propagator` obtains norm conservation from a vanishing derivative.

In `driven_bound`, `hG` is the derivative of $\langle\varphi,y\rangle$ and `hF` that of the comparison function $\|y(t)\|cs^{n+1}/(n+1)$. Mathlib's `image_norm_le_of_norm_deriv_right_le_deriv_boundary` compares the two, replacing the integration. The closing case split separates $y(t)=0$ from the case where $\|y(t)\|$ can be cancelled.

`omitted_amplitude_le` applies this lemma with `n := 0`, and `truncation_error_le` with `n := 1`. In both, `module` checks the splitting of the derivative into free part and source. `hC` equates the norms of the two couplings by taking the adjoint.

`truncation_witness` shows that two beams with unit coupling, one of them retained, satisfy the hypotheses on the operators and the wave with non-zero omitted coupling. A direct calculation, not formalised here, gives the error $1-\cos t$ for this pair; as $t\to0$ its ratio to $t^2$ tends to $1/2$, so no smaller constant would do.

## Truncation as a smaller matrix

Here $PAP$ acts on the full space. The truncated operator could also be defined on the retained subspace alone, as the smaller matrix that a program stores. The waves could then be compared by including the truncated one in the full space, and the bound would be the same.
